# A nondegenerate level of a real symmetric Hamiltonian has no linear orbital Zeeman shift

When the response of a molecule's levels to a magnetic field is computed, the first-order orbital term of a nondegenerate level can be set to zero before any matrix element is evaluated. This holds in a finite, real, orthonormal, field-independent basis, with spin and the diamagnetic term left out.

```lean
import Mathlib

open Matrix Filter Topology
open scoped ComplexOrder

namespace OrbitalZeeman

noncomputable section

variable {n : Type*} [Fintype n]
```

The field-free Hamiltonian is a real matrix $H$. A component of orbital angular momentum is $-i$ times a real differential operator, so in real orbitals it becomes $iA$ with $A$ real. Below, "moment" means this angular momentum; an electron's orbital magnetic moment has the opposite sign.

```lean
/-- The orbital moment operator `iA` built from a real matrix `A`. -/
def orbitalMoment (A : Matrix n n ℝ) : Matrix n n ℂ :=
  Complex.I • A.map Complex.ofReal
```

The field strength $s$ is real and absorbs the magneton and the units.

```lean
/-- The Hamiltonian `H + s (iA)`: the field-free part and the linear orbital term of a magnetic
field of strength `s`, without spin or diamagnetic terms. -/
def zeeman (H A : Matrix n n ℝ) (s : ℝ) : Matrix n n ℂ :=
  H.map Complex.ofReal + (s : ℂ) • orbitalMoment A
```

A level $E$ is nondegenerate when one nonzero state $u$ spans its complex eigenspace. No normalisation is imposed on $u$.

```lean
/-- The nonzero state `u` has energy `E` under the real Hamiltonian `H`, and every state of
that energy is a complex multiple of `u`. -/
def IsNondegenerateLevel (H : Matrix n n ℝ) (E : ℝ) (u : n → ℂ) : Prop :=
  H.map Complex.ofReal *ᵥ u = (E : ℂ) • u ∧ u ≠ 0 ∧
    ∀ w : n → ℂ, H.map Complex.ofReal *ᵥ w = (E : ℂ) • w → ∃ c : ℂ, w = c • u
```

## Symmetric $H$ and antisymmetric $A$

Physically, $H$ is Hermitian and real, as it is without spin–orbit coupling, and the moment $iA$ is Hermitian. By hand,
$$(H+isA)^T=H^T+isA^T=H-isA,$$
so transposition reverses the field. The Lean proof compares entries, using `hH` and `hA`.

```lean
omit [Fintype n] in
/-- For symmetric `H` and antisymmetric `A`, transposing the Zeeman Hamiltonian reverses
the field. -/
theorem zeeman_transpose {H A : Matrix n n ℝ} (hH : H.IsSymm) (hA : Aᵀ = -A) (s : ℝ) :
    (zeeman H A s)ᵀ = zeeman H A (-s) := by
  ext i j
  have hA' : A j i = -A i j := congrFun (congrFun hA i) j
  simp only [zeeman, orbitalMoment, Matrix.transpose_apply, Matrix.add_apply,
    Matrix.smul_apply, Matrix.map_apply, smul_eq_mul, hH.apply i j, hA']
  push_cast
  ring
```

A matrix and its transpose have the same characteristic polynomial, so the levels at $s$ and $-s$ agree as a set, with multiplicities. A single branch may still be linear in $s$ if another has the opposite slope.

```lean
/-- For symmetric `H` and antisymmetric `A`, opposite fields give the same characteristic
polynomial. -/
theorem charpoly_field_reversal [DecidableEq n] {H A : Matrix n n ℝ} (hH : H.IsSymm)
    (hA : Aᵀ = -A) (s : ℝ) :
    (zeeman H A s).charpoly = (zeeman H A (-s)).charpoly := by
  rw [← zeeman_transpose hH hA s, Matrix.charpoly_transpose]
```

Without symmetry of $H$ this fails: $H=\begin{pmatrix}0&1\\0&0\end{pmatrix}$ and $A=\begin{pmatrix}0&-1\\1&0\end{pmatrix}$ give $X^2-(s^2+is)$, which changes when $s\neq0$ is reversed. Without antisymmetry, $H=(0)$ and $A=(1)$ give $X-is$.

In the smallest nonempty case, a single orbital, antisymmetry forces $A=0$ and the level does not move at all.

## A one-dimensional eigenspace

Nondegeneracy makes the state real up to a factor. Since $H$ and $E$ are real, conjugating $Hu=Eu$ gives $H\bar u=E\bar u$, hence $\bar u=cu$ for some complex $c$. Then
$$\langle u,iAu\rangle=\bar u^T(iA)u=c\,u^T(iA)u.$$
The last factor is a number, equal to its own transpose, so $u^TAu=u^TA^Tu=-u^TAu=0$.

In Lean, `star u ⬝ᵥ` is the inner product with $u$ on the left. Steps `h1` and `h2` conjugate the eigenvalue equation, `huniq` supplies $c$, and `h3` and `h4` show that $u^T(iA)u$ vanishes. Symmetry of $H$ is not used here.

```lean
/-- Orbital quenching: in a nondegenerate level of a real Hamiltonian, the moment `iA` with
`A` antisymmetric has zero expectation value. -/
theorem orbital_quenching {H A : Matrix n n ℝ} (hA : Aᵀ = -A) {E : ℝ} {u : n → ℂ}
    (hu : IsNondegenerateLevel H E u) : star u ⬝ᵥ (orbitalMoment A *ᵥ u) = 0 := by
  obtain ⟨he, -, huniq⟩ := hu
  -- the complex conjugate state has the same energy
  have h1 : H.map Complex.ofReal *ᵥ star u = star (H.map Complex.ofReal *ᵥ u) := by
    ext i
    simp [Matrix.mulVec, dotProduct]
  have h2 : H.map Complex.ofReal *ᵥ star u = (E : ℂ) • star u := by
    rw [h1, he, star_smul]
    simp
  obtain ⟨c, hc⟩ := huniq _ h2
  -- an antisymmetric bilinear form vanishes on the diagonal
  have hM : (orbitalMoment A)ᵀ = -orbitalMoment A := by
    ext i j
    have hA' : A j i = -A i j := congrFun (congrFun hA i) j
    simp [orbitalMoment, hA']
  have h3 : u ⬝ᵥ (orbitalMoment A *ᵥ u) = -(u ⬝ᵥ (orbitalMoment A *ᵥ u)) := by
    calc u ⬝ᵥ (orbitalMoment A *ᵥ u) = ((orbitalMoment A)ᵀ *ᵥ u) ⬝ᵥ u := by
          rw [Matrix.dotProduct_mulVec, Matrix.mulVec_transpose]
      _ = -(u ⬝ᵥ (orbitalMoment A *ᵥ u)) := by
          rw [hM, Matrix.neg_mulVec, neg_dotProduct, dotProduct_comm]
  have h4 : u ⬝ᵥ (orbitalMoment A *ᵥ u) = 0 := by linear_combination h3 / 2
  rw [hc, smul_dotProduct, h4, smul_zero]
```

## States continuous at zero field

Let $E(s)$ be real levels with states $v(s)$, where $v(0)\neq0$ and $v$ is continuous at $s=0$: the same state is followed as the field is switched on. Symmetry of $H$ gives $v(0)^\dagger H=E(0)v(0)^\dagger$. Projecting $(H+isA)v(s)=E(s)v(s)$ on $v(0)$ yields
$$(E(s)-E(0))\langle v(0),v(s)\rangle=s\langle v(0),iAv(s)\rangle.$$
Near $s=0$ the overlap on the left is nonzero. Dividing by it and by $s\neq0$, then letting $s\to0$, gives
$$E'(0)=\frac{\langle v(0),iAv(0)\rangle}{\langle v(0),v(0)\rangle}.$$

Here `hleft` is the left eigenvalue equation, `key` the projected one, and `hf.div hg hg0` the limit of the quotient. Differentiability of $E$ is derived.

```lean
/-- For symmetric `H`, a branch of levels with nonzero state at zero field and states
continuous there has as its initial slope the normalised expectation value of the moment. -/
theorem first_order_shift {H A : Matrix n n ℝ} (hH : H.IsSymm) {E : ℝ → ℝ}
    {v : ℝ → n → ℂ} (hv : ContinuousAt v 0) (hv0 : v 0 ≠ 0)
    (hev : ∀ s, zeeman H A s *ᵥ v s = (E s : ℂ) • v s) :
    HasDerivAt (fun s => (E s : ℂ))
      ((star (v 0) ⬝ᵥ (orbitalMoment A *ᵥ v 0)) / (star (v 0) ⬝ᵥ v 0)) 0 := by
  have hHc : (H.map Complex.ofReal)ᴴ = H.map Complex.ofReal := by
    ext i j
    simp [Matrix.conjTranspose_apply, hH.apply i j]
  have hz : zeeman H A 0 = H.map Complex.ofReal := by simp [zeeman]
  have hleft : star (v 0) ᵥ* H.map Complex.ofReal = (E 0 : ℂ) • star (v 0) := by
    have h := congrArg star (hev 0)
    rw [hz, Matrix.star_mulVec, hHc, star_smul] at h
    simpa using h
  -- project the eigenvalue equation on the field-free state
  have key : ∀ s, ((E s : ℂ) - E 0) * (star (v 0) ⬝ᵥ v s)
      = s * (star (v 0) ⬝ᵥ (orbitalMoment A *ᵥ v s)) := by
    intro s
    have h := congrArg (fun w => star (v 0) ⬝ᵥ w) (hev s)
    simp only [zeeman, Matrix.add_mulVec, Matrix.smul_mulVec, dotProduct_add,
      dotProduct_smul, smul_eq_mul] at h
    rw [Matrix.dotProduct_mulVec, hleft, smul_dotProduct, smul_eq_mul] at h
    linear_combination -h
  have hg0 : star (v 0) ⬝ᵥ v 0 ≠ 0 := fun h => hv0 (dotProduct_star_self_eq_zero.mp h)
  have cg : Continuous fun w : n → ℂ => star (v 0) ⬝ᵥ w := by
    simp only [dotProduct]
    fun_prop
  have cf : Continuous fun w : n → ℂ => star (v 0) ⬝ᵥ (orbitalMoment A *ᵥ w) := by
    simp only [dotProduct, Matrix.mulVec]
    fun_prop
  have hg : ContinuousAt (fun s => star (v 0) ⬝ᵥ v s) 0 := cg.continuousAt.comp hv
  have hf : ContinuousAt (fun s => star (v 0) ⬝ᵥ (orbitalMoment A *ᵥ v s)) 0 :=
    cf.continuousAt.comp hv
  -- near zero field the difference quotient is a ratio of two overlaps continuous at zero
  rw [hasDerivAt_iff_tendsto_slope]
  refine Tendsto.congr' ?_ ((hf.div hg hg0).tendsto.mono_left nhdsWithin_le_nhds)
  filter_upwards [self_mem_nhdsWithin,
    (hg.eventually_ne hg0).filter_mono nhdsWithin_le_nhds] with s hs hgs
  have hs' : (s : ℂ) ≠ 0 := Complex.ofReal_ne_zero.mpr hs
  have hgs' : star (v 0) ⬝ᵥ v s ≠ 0 := hgs
  simp only [slope_def_module, sub_zero, Complex.real_smul, Complex.ofReal_inv, Pi.div_apply]
  rw [div_eq_iff hgs', mul_assoc, key s, inv_mul_cancel_left₀ hs']
```

For a nondegenerate level the numerator is zero. In `HasDerivAt E 0 0` the first zero is the slope and the second the field. The proof combines the two preceding theorems and takes the real part.

```lean
/-- No linear orbital Zeeman shift: for symmetric `H` and antisymmetric `A`, a branch of levels
that is nondegenerate at zero field, with states continuous there, has zero initial slope. -/
theorem no_linear_shift {H A : Matrix n n ℝ} (hH : H.IsSymm) (hA : Aᵀ = -A) {E : ℝ → ℝ}
    {v : ℝ → n → ℂ} (hnd : IsNondegenerateLevel H (E 0) (v 0)) (hv : ContinuousAt v 0)
    (hev : ∀ s, zeeman H A s *ᵥ v s = (E s : ℂ) • v s) : HasDerivAt E 0 0 := by
  have h := first_order_shift hH hv hnd.2.1 hev
  rw [orbital_quenching hA hnd, zero_div] at h
  have h' := Complex.reCLM.hasFDerivAt.comp_hasDerivAt (0 : ℝ) h
  simpa [Function.comp_def] using h'
```

The branch is a hypothesis, required to satisfy the eigenvalue equation at every $s$. Without any continuity, it could sit on the upper of two separated levels at $s=0$ and on the lower one elsewhere, and $E$ would have no derivative at $s=0$.

## Two orbitals, split and degenerate

Place two real orbitals at energies $\pm\delta$ and couple them through the moment.

```lean
/-- A crystal field that places two real orbitals at energies `δ` and `-δ`. -/
def crystalField (δ : ℝ) : Matrix (Fin 2) (Fin 2) ℝ := !![δ, 0; 0, -δ]

/-- The real antisymmetric matrix that couples the two orbitals. -/
def coupling : Matrix (Fin 2) (Fin 2) ℝ := !![0, -1; 1, 0]

/-- The energy `√(δ² + s²)`. -/
def splitLevel (δ s : ℝ) : ℝ := Real.sqrt (δ ^ 2 + s ^ 2)

/-- The unnormalised two-orbital state `(δ + √(δ² + s²), i s)`. -/
def splitState (δ s : ℝ) : Fin 2 → ℂ := ![(δ : ℂ) + splitLevel δ s, s * Complex.I]
```

The Hamiltonian is $\begin{pmatrix}\delta&-is\\is&-\delta\end{pmatrix}$.

```lean
/-- The Zeeman Hamiltonian of the two orbitals, written out. -/
theorem zeeman_two_orbitals (δ s : ℝ) : zeeman (crystalField δ) coupling s =
    !![(δ : ℂ), -(s * Complex.I); s * Complex.I, -(δ : ℂ)] := by
  ext i j
  fin_cases i <;> fin_cases j <;> simp [zeeman, orbitalMoment, crystalField, coupling]
```

Its trace is $0$ and its determinant $-(\delta^2+s^2)$, so the levels are $\pm\sqrt{\delta^2+s^2}$.

```lean
/-- The two orbitals in a field have characteristic polynomial `X² - (δ² + s²)`. -/
theorem two_orbitals_charpoly (δ s : ℝ) :
    (zeeman (crystalField δ) coupling s).charpoly =
      Polynomial.X ^ 2 - Polynomial.C ((δ : ℂ) ^ 2 + (s : ℂ) ^ 2) := by
  have ht : (zeeman (crystalField δ) coupling s).trace = 0 := by
    rw [zeeman_two_orbitals]
    simp [Matrix.trace_fin_two]
  have hd : (zeeman (crystalField δ) coupling s).det = -((δ : ℂ) ^ 2 + (s : ℂ) ^ 2) := by
    rw [zeeman_two_orbitals, Matrix.det_fin_two_of]
    linear_combination (s : ℂ) ^ 2 * Complex.I_sq
  rw [Matrix.charpoly_fin_two, ht, hd, Polynomial.C_neg, Polynomial.C_0]
  ring
```

For $\delta=3$, $s=4$ they are $\pm5$. The upper state is $(8,4i)$, normalised $(2,i)/\sqrt5$; indeed $3\cdot8-4i\cdot4i=40=5\cdot8$ and $4i\cdot8-3\cdot4i=20i=5\cdot4i$.

For every $\delta>0$ this branch meets all the conditions above. The proof verifies both components of the eigenvalue equation, shows that the second amplitude vanishes at zero field, and checks continuity.

```lean
/-- For `δ > 0` the states `splitState δ s` form a branch of eigenvectors of
`zeeman (crystalField δ) coupling s` with energies `splitLevel δ s`, continuous and nondegenerate at
zero field. -/
theorem no_linear_shift_witness {δ : ℝ} (hδ : 0 < δ) :
    IsNondegenerateLevel (crystalField δ) (splitLevel δ 0) (splitState δ 0) ∧
    ContinuousAt (splitState δ) 0 ∧
    ∀ s, zeeman (crystalField δ) coupling s *ᵥ splitState δ s =
      (splitLevel δ s : ℂ) • splitState δ s := by
  have hev : ∀ s, zeeman (crystalField δ) coupling s *ᵥ splitState δ s =
      (splitLevel δ s : ℂ) • splitState δ s := by
    intro s
    have hr' : splitLevel δ s ^ 2 = δ ^ 2 + s ^ 2 := Real.sq_sqrt (by positivity)
    have hr : (splitLevel δ s : ℂ) ^ 2 = (δ : ℂ) ^ 2 + (s : ℂ) ^ 2 := by exact_mod_cast hr'
    rw [zeeman_two_orbitals]
    funext i
    fin_cases i
    · have h : (δ : ℂ) * (δ + splitLevel δ s) + -(s * Complex.I) * (s * Complex.I)
          = splitLevel δ s * (δ + splitLevel δ s) := by
        linear_combination -hr - (s : ℂ) ^ 2 * Complex.I_sq
      simpa [splitState, Matrix.mulVec, dotProduct, Fin.sum_univ_two] using h
    · have h : (s * Complex.I) * ((δ : ℂ) + splitLevel δ s) + -(δ : ℂ) * (s * Complex.I)
          = splitLevel δ s * (s * Complex.I) := by ring
      simpa [splitState, Matrix.mulVec, dotProduct, Fin.sum_univ_two] using h
  have h0 : splitLevel δ 0 = δ := by simp [splitLevel, Real.sqrt_sq hδ.le]
  have e : splitState δ 0 = ![2 * (δ : ℂ), 0] := by simp [splitState, h0, two_mul]
  have h2 : 2 * (δ : ℂ) ≠ 0 := by simp [hδ.ne']
  refine ⟨⟨?_, ?_, ?_⟩, ?_, hev⟩
  · have hz : zeeman (crystalField δ) coupling 0 = (crystalField δ).map Complex.ofReal := by
      simp [zeeman]
    rw [← hz]
    exact hev 0
  · intro h
    rw [e] at h
    exact h2 (congrFun h 0)
  · intro w hw
    rw [h0] at hw
    -- the second orbital has the opposite energy, so its amplitude vanishes
    have h1 : -(δ : ℂ) * w 1 = δ * w 1 := by
      simpa [crystalField, Matrix.mulVec, dotProduct, Fin.sum_univ_two] using congrFun hw 1
    have h3 : 2 * (δ : ℂ) * w 1 = 0 := by linear_combination -h1
    have hw1 : w 1 = 0 := (mul_eq_zero.mp h3).resolve_left h2
    refine ⟨w 0 / (2 * δ), ?_⟩
    rw [e]
    funext i
    fin_cases i
    · exact (div_mul_cancel₀ (w 0) h2).symm
    · simpa using hw1
  · have hc : Continuous (splitState δ) := by
      refine continuous_pi fun i => ?_
      fin_cases i
      · change Continuous fun s : ℝ => (δ : ℂ) + ((Real.sqrt (δ ^ 2 + s ^ 2) : ℝ) : ℂ)
        fun_prop
      · change Continuous fun s : ℝ => (s : ℂ) * Complex.I
        fun_prop
    exact hc.continuousAt
```

As $\delta\to0$ the upper level tends to $|s|$, which has a kink at zero field. At $H=0$ the constant states $(1,\pm i)/\sqrt2$ have moments $\pm1$ and energies $\pm s$. Every condition except nondegeneracy holds, and the shift is linear. Lean verifies the two eigenvalue equations component by component, for the unnormalised states.

```lean
/-- With `H = 0` and `A = coupling` the states `(1, i)` and `(1, -i)` have energies `s` and `-s`,
linear in the field. -/
theorem degenerate_linear_shift (s : ℝ) :
    zeeman 0 coupling s *ᵥ ![1, Complex.I] = (s : ℂ) • ![1, Complex.I] ∧
    zeeman 0 coupling s *ᵥ ![1, -Complex.I] = (-s : ℂ) • ![1, -Complex.I] := by
  have h0 : crystalField 0 = 0 := by
    ext i j
    fin_cases i <;> fin_cases j <;> simp [crystalField]
  rw [← h0, zeeman_two_orbitals]
  constructor <;> funext i <;> fin_cases i <;>
    simp [Matrix.mulVec, dotProduct, Fin.sum_univ_two, mul_assoc]

end

end OrbitalZeeman
```

```lean
#print axioms OrbitalZeeman.charpoly_field_reversal
#print axioms OrbitalZeeman.no_linear_shift
#print axioms OrbitalZeeman.two_orbitals_charpoly
#print axioms OrbitalZeeman.degenerate_linear_shift
```

```
'OrbitalZeeman.charpoly_field_reversal' depends on axioms: [propext, Classical.choice, Quot.sound]
'OrbitalZeeman.no_linear_shift' depends on axioms: [propext, Classical.choice, Quot.sound]
'OrbitalZeeman.two_orbitals_charpoly' depends on axioms: [propext, Classical.choice, Quot.sound]
'OrbitalZeeman.degenerate_linear_shift' depends on axioms: [propext, Classical.choice, Quot.sound]
```
